# A cubic cell with edge length L has volume L³ and surface area 6L²

The theorem `cube_volume_area` concerns a cell spanned by three real vectors a, b, c in three-dimensional space, pairwise orthogonal and of equal length L; the degenerate case L = 0 is allowed. It states that the volume |a · (b × c)| equals L³ and that the total area of the six faces, computed from the lengths of the cross products, equals 6L². For the volume, the attempt compares squares and expands the squared triple product in scalar products. For the surface, it first shows that each face has area L², again by comparing squares, with Lagrange's identity supplying the squared length of the cross product.

This version doesn't compile in Lean 4 with Mathlib:

```lean
import Mathlib

open Matrix

namespace CubeVolumeArea

noncomputable section

/-- The Euclidean length of a vector in three-dimensional space. -/
def len (v : Fin 3 → ℝ) : ℝ := √(v ⬝ᵥ v)

/-- The volume of the cell spanned by the edges `a`, `b`, `c`. -/
def cellVolume (a b c : Fin 3 → ℝ) : ℝ := |a ⬝ᵥ (b ⨯₃ c)|

/-- The total area of the six faces of the cell spanned by `a`, `b`, `c`. -/
def surfaceArea (a b c : Fin 3 → ℝ) : ℝ :=
  2 * (len (a ⨯₃ b) + len (b ⨯₃ c) + len (c ⨯₃ a))

/-- The edges `a`, `b`, `c` are pairwise orthogonal and have equal lengths. -/
def IsCube (a b c : Fin 3 → ℝ) : Prop :=
  (a ⬝ᵥ b = 0 ∧ b ⬝ᵥ c = 0 ∧ c ⬝ᵥ a = 0) ∧ len a = len b ∧ len b = len c

/-- The squared length of a vector is its scalar product with itself. -/
theorem len_sq (v : Fin 3 → ℝ) : len v ^ 2 = v ⬝ᵥ v := by
  apply Real.sq_sqrt
  unfold dotProduct
  exact Finset.sum_nonneg fun i _ => mul_self_nonneg (v i)

/-- Lagrange's identity: the squared scalar product and the squared length of the cross
product add up to the product of the squared lengths. -/
theorem lagrange (u v : Fin 3 → ℝ) :
    (u ⬝ᵥ v) ^ 2 + (u ⨯₃ v) ⬝ᵥ (u ⨯₃ v) = (u ⬝ᵥ u) * (v ⬝ᵥ v) := by
  simp only [dotProduct, Fin.sum_univ_three, cross_apply, Matrix.cons_val]
  ring

/-- The squared triple product of three vectors, written in their mutual scalar products. -/
theorem gram (a b c : Fin 3 → ℝ) :
    (a ⬝ᵥ (b ⨯₃ c)) ^ 2 = (a ⬝ᵥ a) * (b ⬝ᵥ b) * (c ⬝ᵥ c)
      + 2 * (a ⬝ᵥ b) * (b ⬝ᵥ c) * (c ⬝ᵥ a) - (a ⬝ᵥ a) * (b ⬝ᵥ c) ^ 2
      - (b ⬝ᵥ b) * (c ⬝ᵥ a) ^ 2 - (c ⬝ᵥ c) * (a ⬝ᵥ b) ^ 2 := by
  simp only [dotProduct, Fin.sum_univ_three, cross_apply, Matrix.cons_val]
  ring

/-- A cube has the third power of its edge length as volume and six times the square of
its edge length as surface area. -/
theorem cube_volume_area (a b c : Fin 3 → ℝ) (h : IsCube a b c) :
    cellVolume a b c = len a ^ 3 ∧ surfaceArea a b c = 6 * len a ^ 2 := by
  obtain ⟨⟨hab, hbc, hca⟩, h1, h2⟩ := h
  have hb : len b = len a := h1.symm
  have hc : len c = len a := (h1.trans h2).symm
  have hL : 0 ≤ len a := Real.sqrt_nonneg _
  have face : ∀ u v : Fin 3 → ℝ, u ⬝ᵥ v = 0 → len u = len a → len v = len a →
      len (u ⨯₃ v) = len a ^ 2 := by
    intro u v huv hu hv
    apply (pow_left_inj₀ (Real.sqrt_nonneg _) (sq_nonneg _) two_ne_zero).mp
    have l := lagrange u v
    rw [huv, ← len_sq u, ← len_sq v, hu, hv] at l
    rw [len_sq]
    linear_combination l
  constructor
  · apply (pow_left_inj₀ (abs_nonneg _) (pow_nonneg hL 3) two_ne_zero).mp
    rw [sq_abs, gram, hab, hbc, hca, ← len_sq a, ← len_sq b, ← len_sq c, hb, hc]
    ring
  · unfold surfaceArea
    rw [face a b hab rfl hb, face b c hbc hb hc, face c a hca hc rfl]
    ring

end

end CubeVolumeArea
```

The error:

```
Main.lean:59:4: error: ring failed, ring expressions not equal
a b c : Fin 3 → ℝ
hab : a ⬝ᵥ b = 0
hbc : b ⬝ᵥ c = 0
hca : c ⬝ᵥ a = 0
h1 : len a = len b
h2 : len b = len c
hb : len b = len a
hc : len c = len a
hL : 0 ≤ len a
u v : Fin 3 → ℝ
huv : u ⬝ᵥ v = 0
hu : len u = len a
hv : len v = len a
l : 0 ^ 2 + (crossProduct u) v ⬝ᵥ (crossProduct u) v = len a ^ 2 * len a ^ 2
⊢ √((crossProduct u) v ⬝ᵥ (crossProduct u) v) ^ 2 + len a ^ 4 - (a ⬝ᵥ a) ^ 2 -
      (crossProduct u) v ⬝ᵥ (crossProduct u) v =
    0
```

The error says that `ring`, called by `linear_combination l`, could not close the goal for the area of a face. The goal it prints still contains the square of a square root, while `a ⬝ᵥ a` has appeared beside `len a ^ 4`.

The cause lies one step earlier. Applying `pow_left_inj₀` with `Real.sqrt_nonneg _` left the left side as an explicit square root, with `len` unfolded. `rw [len_sq]` looks for the form `len v ^ 2` and does not unfold `len` to find it. So it passed over the left side and rewrote `len a ^ 2` on the right. `ring` knows neither that the squared root equals its radicand nor that `a ⬝ᵥ a` equals `len a ^ 2`.

The `change` line restates the goal with `len (u ⨯₃ v)` on the left, which is the same by definition. `len_sq (u ⨯₃ v)` then names the vector, so that only the left side is rewritten. The right side keeps `len a`, as in `l`, and `linear_combination l` closes the goal.

Fix (accepted with no message):

```diff
@@ -56,5 +56,6 @@
     have l := lagrange u v
     rw [huv, ← len_sq u, ← len_sq v, hu, hv] at l
-    rw [len_sq]
+    change len (u ⨯₃ v) ^ 2 = (len a ^ 2) ^ 2
+    rw [len_sq (u ⨯₃ v)]
     linear_combination l
   constructor
```
